# so(4) from two sets of Pauli matrices: the operator algebra of the hydrogen n = 2 shell

Let $s_x, s_y, s_z$ be the Pauli matrices and set

$$L_i=\tfrac12(s_i\otimes 1+1\otimes s_i),\qquad A_i=\tfrac12(s_i\otimes 1-1\otimes s_i).$$

These $4\times4$ matrices obey the so(4) commutation relations, with $L\cdot A=0$ and $L^2+A^2=3$. The characteristic polynomial of $L^2$ is $x(x-2)^3$, and that of $A_z$ is $x^2(x^2-1)$.

In the non-relativistic hydrogen atom without electron spin, the 2s state and the three 2p states share one energy. The Coulomb force conserves the Runge-Lenz vector as well as the angular momentum, and the two together connect all four states. In atomic units, let $A$ be the Runge-Lenz vector divided by $\sqrt{-2E}$. A bound level of energy $E$ then satisfies $L^2+A^2=-1-1/(2E)$, so the value 3 corresponds to $E=-1/8$, the level with principal quantum number 2.

The theorems concern the matrices. That the Coulomb Hamiltonian's own $L$ and $A$ act on its $n=2$ states in this way is the physical identification, and it is taken from the standard treatment of the atom. The two factors are not electron spins; they are the combinations $(L\pm A)/2$, each of which behaves as an angular momentum $1/2$.

## Commutation relations as matrix equations

Operators are complex matrices, and $\hbar=1$. In the code the letter `n` is the set that labels the basis of one factor, not the principal quantum number.

```lean
import Mathlib

open Matrix Polynomial
open scoped Kronecker

namespace HydrogenShellSO4

noncomputable section

variable {n : Type*} [Fintype n] [DecidableEq n]
```

The axes x, y, z are numbered 0, 1, 2, with addition modulo 3. The symbol $\varepsilon_{ijk}$ is therefore $1$ when $(j,k)=(i+1,i+2)$, $-1$ when these two are exchanged, and $0$ otherwise.

```lean
/-- The Levi-Civita symbol, with the axes x, y, z numbered 0, 1, 2. -/
def eps (i j k : Fin 3) : ℂ :=
  if j = i + 1 ∧ k = i + 2 then 1 else if j = i + 2 ∧ k = i + 1 then -1 else 0
```

All the commutators needed have the form $[X_i,Y_j]=\mathrm i\sum_k\varepsilon_{ijk}Z_k$, with $\mathrm i$ the imaginary unit.

```lean
/-- The commutation relations `[X_i, Y_j] = i ∑_k ε_ijk Z_k`. -/
def Bracket (X Y Z : Fin 3 → Matrix n n ℂ) : Prop :=
  ∀ i j, X i * Y j - Y j * X i = ∑ k, (Complex.I * eps i j k) • Z k
```

The so(4) relations are three cases of it: $[L_i,L_j]$ gives $L_k$, $[L_i,A_j]$ gives $A_k$, and $[A_i,A_j]$ gives $L_k$ again.

```lean
/-- The so(4) relations: `[L, L] ~ L`, `[L, A] ~ A` and `[A, A] ~ L`. -/
def SO4 (L A : Fin 3 → Matrix n n ℂ) : Prop :=
  Bracket L L L ∧ Bracket L A A ∧ Bracket A A L
```

## Two commuting copies of an angular momentum

A matrix $M$ acts on the first factor as $M\otimes1$. Since $(M\otimes1)(N\otimes1)=MN\otimes1$, this map preserves products as well as sums, scalar multiples and the unit. It is defined as an algebra homomorphism, so every polynomial identity for $M$ carries over to the product space.

```lean
/-- The map `M ↦ M ⊗ 1` to operators on the first factor. -/
def factorOne : Matrix n n ℂ →ₐ[ℂ] Matrix (n × n) (n × n) ℂ :=
  AlgHom.ofLinearMap
    { toFun := fun M => M ⊗ₖ (1 : Matrix n n ℂ)
      map_add' := fun A B => by ext; simp [add_mul]
      map_smul' := fun c A => by ext; simp [mul_assoc] }
    Matrix.one_kronecker_one (fun A B => by simp [← Matrix.mul_kronecker_mul])
```

The same holds for $1\otimes M$ on the second factor.

```lean
/-- The map `M ↦ 1 ⊗ M` to operators on the second factor. -/
def factorTwo : Matrix n n ℂ →ₐ[ℂ] Matrix (n × n) (n × n) ℂ :=
  AlgHom.ofLinearMap
    { toFun := fun M => (1 : Matrix n n ℂ) ⊗ₖ M
      map_add' := fun A B => by ext; simp [mul_add]
      map_smul' := fun c A => by ext; simp [mul_left_comm] }
    Matrix.one_kronecker_one (fun A B => by simp [← Matrix.mul_kronecker_mul])
```

For any three matrices $S_i$, let $L_i$ be the sum of the two copies. With the halved Pauli matrices defined below, it represents the orbital angular momentum of the $n=2$ shell.

```lean
/-- The sum of the two copies of `S`, `L_i = S_i ⊗ 1 + 1 ⊗ S_i`. -/
def orbital (S : Fin 3 → Matrix n n ℂ) (i : Fin 3) : Matrix (n × n) (n × n) ℂ :=
  factorOne (S i) + factorTwo (S i)
```

Let $A_i$ be their difference. With the same halved Pauli matrices, it represents the scaled Runge-Lenz vector.

```lean
/-- The difference of the two copies of `S`, `A_i = S_i ⊗ 1 - 1 ⊗ S_i`. -/
def rungeLenz (S : Fin 3 → Matrix n n ℂ) (i : Fin 3) : Matrix (n × n) (n × n) ℂ :=
  factorOne (S i) - factorTwo (S i)
```

For the $n=2$ shell the $S_i$ come from the Pauli matrices, entered explicitly.

```lean
/-- The three Pauli matrices. -/
def pauli : Fin 3 → Matrix (Fin 2) (Fin 2) ℂ :=
  ![!![0, 1; 1, 0], !![0, -Complex.I; Complex.I, 0], !![1, 0; 0, -1]]
```

Halving them gives $S_i=s_i/2$, which produces the $L_i$ and $A_i$ of the opening.

```lean
/-- The Pauli matrices divided by two. -/
def spinHalf (i : Fin 3) : Matrix (Fin 2) (Fin 2) ℂ := (1 / 2 : ℂ) • pauli i
```

Two further definitions serve the spectrum of $L^2$. The exchange operator $W$ swaps the factors, $W(u\otimes v)=v\otimes u$.

```lean
/-- The operator that exchanges the two factors of the tensor product. -/
def exchange : Matrix (Fin 2 × Fin 2) (Fin 2 × Fin 2) ℂ :=
  Matrix.of fun p q => if p = q.swap then 1 else 0
```

The product basis is also numbered ↑↑, ↑↓, ↓↑, ↓↓, so that operators can be written as ordinary $4\times4$ arrays.

```lean
/-- The product basis numbered in the order ↑↑, ↑↓, ↓↑, ↓↓. -/
def pairOrder : Fin 2 × Fin 2 ≃ Fin 4 where
  toFun p := (![![0, 1], ![2, 3]] : Fin 2 → Fin 2 → Fin 4) p.1 p.2
  invFun := ![(0, 0), (0, 1), (1, 0), (1, 1)]
  left_inv := fun p => by fin_cases p <;> rfl
  right_inv := fun p => by fin_cases p <;> rfl
```

## Why the mixed terms cancel

Operators on different factors commute:

$$(A\otimes1)(1\otimes B)=A\otimes B=(1\otimes B)(A\otimes1).$$

Here $A$ and $B$ are arbitrary matrices on one factor.

```lean
/-- Operators on different factors multiply to `A ⊗ B` in either order. -/
theorem factor_mul (A B : Matrix n n ℂ) :
    factorOne A * factorTwo B = A ⊗ₖ B ∧ factorTwo B * factorOne A = A ⊗ₖ B := by
  constructor
  · change (A ⊗ₖ (1 : Matrix n n ℂ)) * ((1 : Matrix n n ℂ) ⊗ₖ B) = _
    rw [← Matrix.mul_kronecker_mul, mul_one, one_mul]
  · change ((1 : Matrix n n ℂ) ⊗ₖ B) * (A ⊗ₖ (1 : Matrix n n ℂ)) = _
    rw [← Matrix.mul_kronecker_mul, mul_one, one_mul]
```

If $S^2=\sum_iS_i^2$ equals a number $c$ times the identity, each copy has the same value. The proof applies the homomorphism to both sides of the hypothesis.

```lean
/-- An algebra homomorphism to the product space preserves the value `c` of `S²`. -/
theorem factor_casimir (f : Matrix n n ℂ →ₐ[ℂ] Matrix (n × n) (n × n) ℂ)
    {S : Fin 3 → Matrix n n ℂ} {c : ℂ} (h : ∑ i, S i * S i = c • 1) :
    ∑ i, f (S i) * f (S i) = c • 1 := by
  simpa only [map_sum, map_mul, map_smul, map_one] using congrArg f h
```

Write $a_i=S_i\otimes1$ and $b_i=1\otimes S_i$, and suppose that $[S_i,S_j]=\mathrm i\sum_k\varepsilon_{ijk}S_k$. The $a_i$ and the $b_i$ obey the same relation, and $[a_i,b_j]=0$. Hence

$$[L_i,L_j]=[a_i,a_j]+[b_i,b_j]=\mathrm i\sum_k\varepsilon_{ijk}L_k,$$
$$[L_i,A_j]=[a_i,a_j]-[b_i,b_j]=\mathrm i\sum_k\varepsilon_{ijk}A_k,$$
$$[A_i,A_j]=[a_i,a_j]+[b_i,b_j]=\mathrm i\sum_k\varepsilon_{ijk}L_k.$$

In the proof, `lift` supplies the commutators within a factor and `c` the commuting of the two factors. The three `linear_combination` lines remove the mixed products, one line for each relation.

```lean
/-- If `S` obeys the angular momentum relations, then `L` and `A` obey those of so(4). -/
theorem so4_relations {S : Fin 3 → Matrix n n ℂ} (h : Bracket S S S) :
    SO4 (orbital S) (rungeLenz S) := by
  -- each factor carries its own copy of the angular momentum algebra
  have lift : ∀ (f : Matrix n n ℂ →ₐ[ℂ] Matrix (n × n) (n × n) ℂ) (i j : Fin 3),
      f (S i) * f (S j) - f (S j) * f (S i) = ∑ k, (Complex.I * eps i j k) • f (S k) :=
    fun f i j => by
      simpa only [map_sub, map_mul, map_sum, map_smul] using congrArg f (h i j)
  have c := fun i j => (factor_mul (S i) (S j)).1.trans (factor_mul (S i) (S j)).2.symm
  -- the mixed products cancel because the factors commute
  refine ⟨fun i j => ?_, fun i j => ?_, fun i j => ?_⟩ <;>
    simp only [orbital, rungeLenz, smul_add, smul_sub, Finset.sum_add_distrib,
      Finset.sum_sub_distrib] <;>
    rw [← lift factorOne i j, ← lift factorTwo i j]
  · linear_combination (norm := noncomm_ring) c i j - c j i
  · linear_combination (norm := noncomm_ring) -c i j - c j i
  · linear_combination (norm := noncomm_ring) c j i - c i j
```

For the invariants, let $S^2=j(j+1)$, where $j$ is now a number and not an axis. Then

$$L\cdot A=\sum_i(a_i+b_i)(a_i-b_i)=\sum_i(a_i^2-b_i^2)-\sum_i(a_ib_i-b_ia_i)=0,$$

because both copies have the same square and commute with each other. In $L^2+A^2$ the mixed terms cancel directly:

$$L^2+A^2=2\sum_i(a_i^2+b_i^2)=4j(j+1)=(2j+1)^2-1.$$

With $2j+1$ read as the principal quantum number, this is the hydrogen shell identity. The theorem uses only the value of $S^2$, not the commutators.

```lean
/-- If `S² = j(j+1)`, then `L·A = 0` and `L² + A² = (2j+1)² - 1`. -/
theorem shell_invariants {S : Fin 3 → Matrix n n ℂ} {j : ℂ}
    (h : ∑ i, S i * S i = (j * (j + 1)) • 1) :
    ∑ i, orbital S i * rungeLenz S i = 0 ∧
      ∑ i, orbital S i * orbital S i + ∑ i, rungeLenz S i * rungeLenz S i
        = ((2 * j + 1) ^ 2 - 1) • 1 := by
  have h1 := factor_casimir factorOne h
  have h2 := factor_casimir factorTwo h
  constructor
  · have h12 := h1.trans h2.symm
    have c := fun i => (factor_mul (S i) (S i)).1.trans (factor_mul (S i) (S i)).2.symm
    simp only [Fin.sum_univ_three, orbital, rungeLenz] at h12 ⊢
    linear_combination (norm := noncomm_ring) h12 - c 0 - c 1 - c 2
  · calc _ = (2 : ℕ) • (∑ i, factorOne (S i) * factorOne (S i)
          + ∑ i, factorTwo (S i) * factorTwo (S i)) := by
          simp only [Fin.sum_univ_three, orbital, rungeLenz]
          noncomm_ring
      _ = _ := by
          rw [h1, h2]
          module
```

The Pauli matrices satisfy $[s_i,s_j]=2\mathrm i\sum_k\varepsilon_{ijk}s_k$ and $s_i^2=1$. After halving, the commutators have the required form, and $S^2=3/4=\tfrac12(\tfrac12+1)$, so $j=1/2$. Lean computes the Pauli relations entry by entry and then rescales them.

```lean
/-- The halved Pauli matrices obey the angular momentum relations, with `S² = j(j+1)` for
`j = 1/2`. -/
theorem spinHalf_witness : Bracket spinHalf spinHalf spinHalf ∧
    ∑ i, spinHalf i * spinHalf i = ((1 / 2 : ℂ) * (1 / 2 + 1)) • 1 := by
  constructor
  · intro i j
    have h : pauli i * pauli j - pauli j * pauli i
        = ∑ k, (Complex.I * eps i j k) • ((2 : ℂ) • pauli k) := by
      fin_cases i <;> fin_cases j <;> ext a b <;> fin_cases a <;> fin_cases b <;>
        simp [pauli, eps, Complex.ext_iff] <;> norm_num
    simp only [spinHalf, Matrix.smul_mul, Matrix.mul_smul, Fin.sum_univ_three] at h ⊢
    linear_combination (norm := module) (1 / 4 : ℂ) • h
  · have h : ∀ i, pauli i * pauli i = 1 := by
      intro i
      fin_cases i <;> ext a b <;> fin_cases a <;> fin_cases b <;>
        simp [pauli, Matrix.mul_apply, Fin.sum_univ_two]
    simp only [spinHalf, Matrix.smul_mul, Matrix.mul_smul, h, Fin.sum_univ_three]
    module
```

## One s state and three p states

Expanding the square for $S_i=s_i/2$ gives

$$L^2=\tfrac34+\tfrac34+\tfrac12\sum_is_i\otimes s_i.$$

On ↑↑ and ↓↓ the sum $\sum_is_i\otimes s_i$ equals 1. On the pair ↑↓, ↓↑ it is $\begin{pmatrix}-1&2\\2&-1\end{pmatrix}$. Both agree with $2W-1$, so

$$L^2=\tfrac32+\tfrac12(2W-1)=1+W.$$

In the proof, `hp` is the identity for the Pauli matrices, `m` evaluates the mixed terms and `e` is the expansion of the square.

```lean
/-- In the n = 2 shell, `L²` is one plus the exchange of the two factors. -/
theorem orbital_sq_eq_exchange :
    ∑ i, orbital spinHalf i * orbital spinHalf i = 1 + exchange := by
  have hp : ∑ i, pauli i ⊗ₖ pauli i = (2 : ℂ) • exchange - 1 := by
    refine Matrix.ext ?_
    rintro ⟨a, b⟩ ⟨c, d⟩
    fin_cases a <;> fin_cases b <;> fin_cases c <;> fin_cases d <;>
      simp [pauli, exchange, Fin.sum_univ_three] <;> norm_num
  have m : ∀ i, factorOne (spinHalf i) * factorTwo (spinHalf i)
      + factorTwo (spinHalf i) * factorOne (spinHalf i)
      = (1 / 2 : ℂ) • (pauli i ⊗ₖ pauli i) := by
    intro i
    rw [(factor_mul _ _).1, (factor_mul _ _).2]
    ext p q
    simp only [spinHalf, Matrix.add_apply, Matrix.smul_apply, smul_eq_mul,
      Matrix.kroneckerMap_apply]
    ring
  have e : ∑ i, orbital spinHalf i * orbital spinHalf i
      = ∑ i, factorOne (spinHalf i) * factorOne (spinHalf i)
      + ∑ i, factorTwo (spinHalf i) * factorTwo (spinHalf i)
      + ∑ i, (factorOne (spinHalf i) * factorTwo (spinHalf i)
        + factorTwo (spinHalf i) * factorOne (spinHalf i)) := by
    simp only [Fin.sum_univ_three, orbital]
    noncomm_ring
  rw [e, factor_casimir factorOne spinHalf_witness.2, factor_casimir factorTwo spinHalf_witness.2]
  simp only [m, ← Finset.smul_sum, hp]
  module
```

For a diagonal matrix with entries $d_i$, the matrix $x-D$ is diagonal too, and its determinant is $\prod_i(x-d_i)$. In Lean's polynomials, `X` is the variable $x$ and `C` marks a constant.

```lean
/-- The characteristic polynomial of a diagonal matrix is the product of `x - d_i` over its
diagonal entries. -/
theorem charpoly_of_diagonal (d : n → ℂ) :
    (Matrix.diagonal d).charpoly = ∏ i, (X - C (d i)) := by
  have h : Matrix.charmatrix (Matrix.diagonal d) = Matrix.diagonal fun i => X - C (d i) := by
    refine Matrix.ext fun i j => ?_
    by_cases hij : i = j
    · subst hij
      simp
    · simp [hij]
  rw [Matrix.charpoly, h, Matrix.det_diagonal]
```

The matrix $1+W$ has the entry 2 on ↑↑ and on ↓↓, and the block $\begin{pmatrix}1&1\\1&1\end{pmatrix}$ between them. The block factorises as

$$\begin{pmatrix}1&1\\1&1\end{pmatrix}=\begin{pmatrix}1&1\\-1&1\end{pmatrix}\begin{pmatrix}0&0\\1&1\end{pmatrix},$$

and the factors in reverse order give $\mathrm{diag}(0,2)$. The columns of the first factor are the unnormalised eigenvectors ↑↓ − ↓↑ and ↑↓ + ↓↑. Since $PR$ and $RP$ have the same characteristic polynomial for square matrices, that of $L^2$ is the one of $\mathrm{diag}(2,0,2,2)$, namely $x(x-2)^3$. With $L^2=l(l+1)$, this means one state with $l=0$ and three with $l=1$: 2s and 2p.

```lean
/-- In the n = 2 shell, `L²` has the characteristic polynomial `x (x - 2)³`. -/
theorem orbital_sq_charpoly :
    (∑ i, orbital spinHalf i * orbital spinHalf i).charpoly = X * (X - C 2) ^ 3 := by
  -- factor the matrix as P R, where R P is diagonal
  let P : Matrix (Fin 4) (Fin 4) ℂ := !![1, 0, 0, 0; 0, 1, 1, 0; 0, -1, 1, 0; 0, 0, 0, 1]
  let R : Matrix (Fin 4) (Fin 4) ℂ := !![2, 0, 0, 0; 0, 0, 0, 0; 0, 1, 1, 0; 0, 0, 0, 2]
  have hM : Matrix.reindex pairOrder pairOrder (1 + exchange) = P * R := by
    ext i j
    fin_cases i <;> fin_cases j <;>
      simp [P, R, pairOrder, exchange, Matrix.mul_apply, Fin.sum_univ_succ] <;> norm_num
  have hD : R * P = Matrix.diagonal ![2, 0, 2, 2] := by
    ext i j
    fin_cases i <;> fin_cases j <;> simp [P, R, Matrix.mul_apply, Fin.sum_univ_succ]
    norm_num
  rw [orbital_sq_eq_exchange, ← Matrix.charpoly_reindex pairOrder, hM,
    Matrix.charpoly_mul_comm, hD, charpoly_of_diagonal, Fin.prod_univ_four]
  change (X - C (2 : ℂ)) * (X - C 0) * (X - C 2) * (X - C 2) = _
  rw [map_zero]
  ring
```

## The complete n = 2 statement

Setting $j=1/2$ in the general results gives so(4), $L\cdot A=0$ and $L^2+A^2=2^2-1=3$. In the product basis, $A_z$ is half the difference of two signs:

$$A_z=\mathrm{diag}(0,1,-1,0),\qquad \det(x-A_z)=x^2(x-1)(x+1)=x^2(x^2-1).$$

The final theorem collects the five statements. The z component appears as `rungeLenz spinHalf 2`, and `hA` is its diagonal form.

```lean
/-- The n = 2 shell of hydrogen: `L` and `A` built from Pauli matrices obey so(4), `L·A = 0`,
`L² + A² = 3`, and `L²` and `A_z` have the characteristic polynomials `x (x - 2)³` and
`x² (x² - 1)`. -/
theorem hydrogen_n2_shell :
    SO4 (orbital spinHalf) (rungeLenz spinHalf) ∧
    ∑ i, orbital spinHalf i * rungeLenz spinHalf i = 0 ∧
    ∑ i, orbital spinHalf i * orbital spinHalf i
      + ∑ i, rungeLenz spinHalf i * rungeLenz spinHalf i = (3 : ℂ) • 1 ∧
    (∑ i, orbital spinHalf i * orbital spinHalf i).charpoly = X * (X - C 2) ^ 3 ∧
    (rungeLenz spinHalf 2).charpoly = X ^ 2 * (X ^ 2 - 1) := by
  obtain ⟨h0, h3⟩ := shell_invariants spinHalf_witness.2
  rw [show ((2 * (1 / 2) + 1) ^ 2 - 1 : ℂ) = 3 by norm_num] at h3
  refine ⟨so4_relations spinHalf_witness.1, h0, h3, orbital_sq_charpoly, ?_⟩
  -- A_z is diagonal in the product basis
  have hA : rungeLenz spinHalf 2 = Matrix.diagonal
      fun p => (![![0, 1], ![-1, 0]] : Fin 2 → Fin 2 → ℂ) p.1 p.2 := by
    change spinHalf 2 ⊗ₖ (1 : Matrix (Fin 2) (Fin 2) ℂ)
      - (1 : Matrix (Fin 2) (Fin 2) ℂ) ⊗ₖ spinHalf 2 = _
    refine Matrix.ext ?_
    rintro ⟨a, b⟩ ⟨c, d⟩
    fin_cases a <;> fin_cases b <;> fin_cases c <;> fin_cases d <;>
      simp [spinHalf, pauli, Matrix.diagonal_apply] <;> norm_num
  rw [hA, charpoly_of_diagonal]
  simp only [Fintype.prod_prod_type, Fin.prod_univ_two]
  change (X - C (0 : ℂ)) * (X - C 1) * ((X - C (-1)) * (X - C 0)) = _
  simp only [map_neg, map_zero, map_one]
  ring

end

end HydrogenShellSO4
```

```lean
#print axioms HydrogenShellSO4.hydrogen_n2_shell
```

```
'HydrogenShellSO4.hydrogen_n2_shell' depends on axioms: [propext, Classical.choice, Quot.sound]
```

## The linear Stark effect as a 4 × 4 matrix

In degenerate perturbation theory for a weak electric field $F$ along z, one diagonalises $Fz$ among the 2s and 2p states. In atomic units the only non-zero matrix element of $z$ is the one between 2s and 2p$_0$, of magnitude 3. In the product basis these two states are (↑↓ − ↓↑)/√2 and (↑↓ + ↓↑)/√2, and $A_z$ connects them with matrix element 1. Within the shell, $z$ is therefore $3A_z$, up to a sign that depends on the direction chosen for $A$.

The eigenvalues $1,0,0,-1$ of $A_z$ then give the first-order energies $-1/8+3F$, $-1/8$ (twice) and $-1/8-3F$, for one electron without spin or relativistic corrections. The shifted states are ↑↓ and ↓↑, the equal mixtures of 2s and 2p$_0$.
